# For separated electron pairs, the product wavefunction is the exponential of the double excitations

Take \(N\) hydrogen molecules so far apart that they do not interact. Describe each by its reference configuration plus a double excitation of its electron pair. The wavefunction of the whole system is an antisymmetrised product, so it contains configurations in which two, three or all \(N\) molecules are excited at once. With two molecules excited, four electrons have left the reference. Does a cluster operator then need its own quadruple amplitudes, or are the doubles enough?

## Products of doubles supply the quadruples

Let \(a_i\) be the double excitation operator of pair \(i\), with its amplitude included. With a fixed division into occupied and virtual orbitals, these operators commute. Since the same two electrons cannot be removed from the reference twice, \(a_i^2=0\). Acting on the reference determinant, \(\prod_i(1+a_i)\) gives the product wavefunction, scaled so that the reference has coefficient 1. Put \(T=\sum_{i=1}^N a_i\). Then

\[
\prod_{i=1}^N(1+a_i)=\sum_{k=0}^{N}\frac{T^k}{k!},
\]

and the part with exactly \(k\) excited pairs is \(T^k/k!\). The quadruples are therefore \(T^2/2\). If a nilpotent sum \(R\) of excitation operators, for the same division into orbitals, is added to \(T\) and the exponential still gives the same product, then \(R=0\): there is no connected quadruple left to add.

## Where codes use the factorisation

A coupled-cluster doubles code stores double amplitudes and forms their products where quadruply excited configurations enter the equations. For non-interacting pairs of the kind described here, this loses nothing from the wavefunction. Configuration interaction truncated at doubles has no term \(a_ia_j\) with \(i\ne j\), so it cannot represent the product when two pairs have nonzero amplitudes.

The identity also gives a check for a routine that converts configuration-interaction coefficients into cluster amplitudes. Take two pairs, write \(a_i=c_ib_i\) with \(b_i\) the bare excitation, and let \(c_1=-0.1\), \(c_2=-0.2\). Then

\[
T=-0.1\,b_1-0.2\,b_2,\qquad \tfrac12T^2=0.02\,b_1b_2,
\]

which is the last term of \((1-0.1\,b_1)(1-0.2\,b_2)\). The connected quadruple amplitude is \(0.02-(-0.1)(-0.2)=0\).

These coefficients have the reference coefficient set to 1. For orthonormal configurations the squared norm is \(1.01\times1.04=1.0504\), and the normalised coefficients are approximately \(0.9757,\,-0.0976,\,-0.1951,\,0.0195\). A routine that subtracts the product of doubles without first dividing by \(0.9757\) reports a spurious connected amplitude of about \(0.0005\).

## Derivation by counting excited pairs

**One more excitation.** If \(x^2=0\), then

\[
(x+y)^{k+1}=y^{k+1}+(k+1)\,x\,y^k .
\]

This is immediate for \(k=0\). Multiplying the formula for \(k\) by \(x+y\) gives

\[
y^{k+2}+xy^{k+1}+(k+1)xy^{k+1}+(k+1)x^2y^k=y^{k+2}+(k+2)xy^{k+1}.
\]

**One more pair.** For a finite set \(s\) of pairs, let \(T_s=\sum_{i\in s}a_i\), and let \(E_k(s)\) be the sum, over all \(k\)-element subsets of \(s\), of the product of their \(a_i\). Add a pair \(j\notin s\). A choice of \(k+1\) excited pairs either omits \(j\) or consists of \(j\) and \(k\) others, so

\[
E_{k+1}(s\cup\{j\})=E_{k+1}(s)+a_jE_k(s).
\]

**Powers of the cluster operator.** We show \(T_s^k=k!\,E_k(s)\) by induction on \(s\). For the empty set both sides are 1 at \(k=0\) and 0 at \(k\ge1\). When \(j\) is added, the case \(k=0\) is again \(1=1\). For the power \(k+1\),

\[
\begin{aligned}
(a_j+T_s)^{k+1}&=T_s^{k+1}+(k+1)a_jT_s^k\\
&=(k+1)!\,\bigl(E_{k+1}(s)+a_jE_k(s)\bigr)\\
&=(k+1)!\,E_{k+1}(s\cup\{j\}).
\end{aligned}
\]

**The product.** Now let \(s\) contain all \(N\) pairs and write \(T=T_s\). Multiplying out \(\prod_i(1+a_i)\) gives one term for each subset of pairs. Grouping the subsets by size gives

\[
\prod_{i=1}^N(1+a_i)=\sum_{k=0}^N E_k(s)=\sum_{k=0}^N\frac{T^k}{k!}.
\]

There is no subset of size \(N+1\), so \(T^{N+1}=0\) and the sum is the full exponential \(e^T\).

**No remainder.** Suppose \(R^n=0\) and \(e^{T+R}=\prod_i(1+a_i)=e^T\). Both \(T\) and \(R\) are built from commuting excitation operators, so they commute and \(e^Te^R=e^T\), and multiplication by \(e^{-T}\) gives \(e^R=1\). Write \(e^R=1+R+R^2r\), where \(r=\sum_{i=0}^{n-1}R^i/(i+2)!\). Then \(R=R(-Rr)\). Substituting this into itself repeatedly gives

\[
R=R(-Rr)^n=R\,R^n(-r)^n=0.
\]

## The Lean file

```lean
import Mathlib

open Finset

namespace SeparatedElectronPairs

noncomputable section

variable {ι A : Type*} [CommRing A]

/-- The cluster operator `T`: the sum of the double excitations `a i` of the pairs in `s`. -/
def cluster (a : ι → A) (s : Finset ι) : A := ∑ i ∈ s, a i

/-- The part of the wavefunction operator in which exactly `k` of the pairs in `s` are excited. -/
def excitation (a : ι → A) (s : Finset ι) (k : ℕ) : A :=
  ∑ t ∈ s.powersetCard k, ∏ i ∈ t, a i

/-- An excitation that cannot be applied twice enters a power of a sum at most once. -/
theorem add_pow_of_sq_zero (x y : A) (hx : x ^ 2 = 0) (k : ℕ) :
    (x + y) ^ (k + 1) = y ^ (k + 1) + ((k : A) + 1) * x * y ^ k := by
  induction k with
  | zero => push_cast; ring
  | succ n ih =>
    rw [pow_succ, ih]
    push_cast
    linear_combination (((n : A) + 1) * y ^ n) * hx

/-- When a pair `j` is added, `k + 1` excited pairs either leave `j` in its reference state
or consist of `j` and `k` others. -/
theorem excitation_insert [DecidableEq ι] (a : ι → A) {s : Finset ι} {j : ι} (hj : j ∉ s)
    (k : ℕ) :
    excitation a (insert j s) (k + 1) = excitation a s (k + 1) + a j * excitation a s k := by
  have hmem : ∀ u ∈ s.powersetCard k, j ∉ u := fun u hu hju =>
    hj ((Finset.mem_powersetCard.mp hu).1 hju)
  unfold excitation
  rw [Finset.powersetCard_succ_insert hj, Finset.sum_union, Finset.sum_image, Finset.mul_sum]
  · congr 1
    exact Finset.sum_congr rfl fun u hu => Finset.prod_insert (hmem u hu)
  · -- inserting `j` is injective on sets that do not contain it
    intro u hu v hv h
    have h' : insert j u = insert j v := h
    rw [← Finset.erase_insert (hmem u hu), ← Finset.erase_insert (hmem v hv), h']
  · rw [Finset.disjoint_left]
    intro t ht ht'
    obtain ⟨u, _, rfl⟩ := Finset.mem_image.mp ht'
    exact hj ((Finset.mem_powersetCard.mp ht).1 (Finset.mem_insert_self j u))

/-- The `k`-th power of the cluster operator is `k!` times the part with `k` excited pairs. -/
theorem cluster_pow (a : ι → A) (ha : ∀ i, a i ^ 2 = 0) (s : Finset ι) (k : ℕ) :
    cluster a s ^ k = (k.factorial : A) * excitation a s k := by
  classical
  induction s using Finset.induction_on generalizing k with
  | empty =>
    cases k with
    | zero => simp [cluster, excitation]
    | succ n =>
      have h : (∅ : Finset ι).powersetCard (n + 1) = ∅ :=
        Finset.powersetCard_eq_empty.mpr (by simp)
      simp [cluster, excitation, h]
  | insert j s hj ih =>
    cases k with
    | zero => simp [excitation]
    | succ n =>
      have hT : cluster a (insert j s) = a j + cluster a s := Finset.sum_insert hj
      rw [hT, add_pow_of_sq_zero _ _ (ha j), ih (n + 1), ih n, excitation_insert a hj,
        Nat.factorial_succ]
      push_cast
      ring

/-- With `N` pairs, the power `N + 1` of the cluster operator vanishes. -/
theorem cluster_pow_card_succ (a : ι → A) (ha : ∀ i, a i ^ 2 = 0) (s : Finset ι) :
    cluster a s ^ (s.card + 1) = 0 := by
  have h : s.powersetCard (s.card + 1) = ∅ :=
    Finset.powersetCard_eq_empty.mpr (Nat.lt_succ_self _)
  rw [cluster_pow a ha, excitation, h, Finset.sum_empty, mul_zero]

variable [Algebra ℚ A]

/-- The part with `k` excited pairs is `T ^ k / k!`; for `k = 2` the quadruple excitations
are `T ^ 2 / 2`. -/
theorem excitation_eq (a : ι → A) (ha : ∀ i, a i ^ 2 = 0) (s : Finset ι) (k : ℕ) :
    excitation a s k = (k.factorial : ℚ)⁻¹ • cluster a s ^ k := by
  have h : (k.factorial : A) * excitation a s k = (k.factorial : ℚ) • excitation a s k := by
    rw [Algebra.smul_def, map_natCast]
  rw [cluster_pow a ha, h, smul_smul,
    inv_mul_cancel₀ (Nat.cast_ne_zero.mpr k.factorial_ne_zero), one_smul]

/-- The product of the wavefunction operators `1 + a i` of separated pairs is the exponential
series of the cluster operator of double excitations, ending at the number of pairs. -/
theorem prod_eq_exp_series (a : ι → A) (ha : ∀ i, a i ^ 2 = 0) (s : Finset ι) :
    ∏ i ∈ s, (1 + a i) =
      ∑ k ∈ range (s.card + 1), (k.factorial : ℚ)⁻¹ • cluster a s ^ k := by
  -- expand the product and collect terms by the number of excited pairs
  rw [Finset.prod_one_add, Finset.sum_powerset]
  exact Finset.sum_congr rfl fun k _ => excitation_eq a ha s k

/-- A nilpotent operator whose exponential is the identity is zero. -/
theorem eq_zero_of_exp_eq_one (D : A) (hD : IsNilpotent D) (h : IsNilpotent.exp D = 1) :
    D = 0 := by
  obtain ⟨n, hn⟩ := hD
  have hn2 : D ^ (n + 2) = 0 := by rw [pow_add, hn, zero_mul]
  rw [IsNilpotent.exp_eq_sum hn2, Finset.sum_range_succ', Finset.sum_range_succ'] at h
  -- all terms beyond the linear one contain `D * D`
  have hr : ∑ i ∈ range n, (((i + 1 + 1).factorial : ℚ)⁻¹ • D ^ (i + 1 + 1)) =
      D * (D * ∑ i ∈ range n, (((i + 1 + 1).factorial : ℚ)⁻¹ • D ^ i)) := by
    rw [Finset.mul_sum, Finset.mul_sum]
    refine Finset.sum_congr rfl fun i _ => ?_
    rw [mul_smul_comm, mul_smul_comm, pow_succ', pow_succ']
  rw [hr] at h
  generalize ∑ i ∈ range n, (((i + 1 + 1).factorial : ℚ)⁻¹ • D ^ i) = r at h
  have h1 : D * (D * r) + D + 1 = 1 := by simpa using h
  have hstep : D = D * (D * -r) := by linear_combination h1
  have hiter : ∀ k : ℕ, D = D * (D * -r) ^ k := by
    intro k
    induction k with
    | zero => simp
    | succ k ih => linear_combination ih + (D * -r) ^ k * hstep
  rw [hiter n, mul_pow, hn, zero_mul, mul_zero]

/-- If a nilpotent remainder `R` is added to the double excitations and the exponential still gives
the product wavefunction operator, then `R = 0`. -/
theorem connected_remainder_eq_zero (a : ι → A) (ha : ∀ i, a i ^ 2 = 0) (s : Finset ι)
    (R : A) (hR : IsNilpotent R)
    (h : IsNilpotent.exp (cluster a s + R) = ∏ i ∈ s, (1 + a i)) : R = 0 := by
  have hT : IsNilpotent (cluster a s) := ⟨_, cluster_pow_card_succ a ha s⟩
  have hexp : IsNilpotent.exp (cluster a s) = ∏ i ∈ s, (1 + a i) := by
    rw [prod_eq_exp_series a ha, IsNilpotent.exp_eq_sum (cluster_pow_card_succ a ha s)]
  have hinv : IsNilpotent.exp (-cluster a s) * IsNilpotent.exp (cluster a s) = 1 := by
    rw [← IsNilpotent.exp_add_of_commute (Commute.all _ _) hT.neg hT, neg_add_cancel,
      IsNilpotent.exp_eq_sum (pow_one (0 : A))]
    simp
  rw [IsNilpotent.exp_add_of_commute (Commute.all _ _) hT hR, ← hexp] at h
  -- cancel the invertible factor `exp T`
  apply eq_zero_of_exp_eq_one R hR
  linear_combination IsNilpotent.exp (-cluster a s) * h + (1 - IsNilpotent.exp R) * hinv

/-- Two independent pair excitations, modelled by iterated dual numbers. -/
def twoPairs : Fin 2 → DualNumber (DualNumber ℚ) :=
  ![TrivSqZeroExt.inl DualNumber.eps, DualNumber.eps]

/-- The two model excitations square to zero, while their product, the simultaneous
excitation of both pairs, does not vanish. -/
theorem twoPairs_witness :
    (∀ i, twoPairs i ^ 2 = 0) ∧ twoPairs 0 * twoPairs 1 ≠ 0 := by
  constructor
  · intro i
    fin_cases i
    · change (TrivSqZeroExt.inl DualNumber.eps : DualNumber (DualNumber ℚ)) ^ 2 = 0
      rw [pow_two, ← TrivSqZeroExt.inl_mul, DualNumber.eps_mul_eps, TrivSqZeroExt.inl_zero]
    · change (DualNumber.eps : DualNumber (DualNumber ℚ)) ^ 2 = 0
      rw [pow_two, DualNumber.eps_mul_eps]
  · intro h
    have h2 := congrArg (fun x => TrivSqZeroExt.snd (TrivSqZeroExt.snd x)) h
    simp [twoPairs] at h2

end

end SeparatedElectronPairs
```

```lean
#print axioms SeparatedElectronPairs.prod_eq_exp_series
-- 'SeparatedElectronPairs.prod_eq_exp_series' depends on axioms: [propext, Classical.choice, Quot.sound]
#print axioms SeparatedElectronPairs.connected_remainder_eq_zero
-- 'SeparatedElectronPairs.connected_remainder_eq_zero' depends on axioms: [propext, Classical.choice, Quot.sound]
```

## Pairs and amplitudes in the Lean statements

The type `ι` labels pairs, the finite set `s` selects those present, and `s.card` is \(N\). The commutative ring `A` holds the excitation operators. `Algebra ℚ A` allows division by \(k!\), and `•` is multiplication by a rational number. The hypothesis `ha` is the exclusion rule \(a_i^2=0\), required for every label in `ι`. `cluster a s` is \(T_s\) and `excitation a s k` is \(E_k(s)\).

`prod_eq_exp_series` is the displayed identity, and `excitation_eq` identifies each excitation level separately. In `connected_remainder_eq_zero`, `IsNilpotent.exp` is the finite exponential series of a nilpotent element. The condition `hR` that \(R\) is nilpotent stands for the fact that a finite number of electrons can be excited out of the reference only finitely many times. \(R\) may contain any excitation level, and the conclusion is that it vanishes as an operator. Individual amplitudes then vanish when \(R\) is expanded in linearly independent excitation operators.

`twoPairs_witness` gives two square-zero elements whose product is nonzero, built from dual numbers over dual numbers. The hypotheses therefore allow a genuine simultaneous excitation.

## From the derivation to the proof

`add_pow_of_sq_zero` is the first step; its `linear_combination` removes the term containing \(x^2\). `excitation_insert` splits the subsets according to whether they contain `j`, and checks that the two classes are disjoint and that no subset is counted twice. `cluster_pow` combines these two lemmas by induction on the set of pairs, with the power left general because the step for \(k+1\) needs both \(k+1\) and \(k\). `cluster_pow_card_succ` ends the series at \(N\).

For the main identity, `Finset.prod_one_add` expands the product over subsets and `Finset.sum_powerset` groups them by size. `eq_zero_of_exp_eq_one` separates the constant and linear terms of the exponential, calls the remaining factor `r`, and iterates \(D=D(-Dr)\) in `hiter`. The last theorem cancels \(e^T\) using `hinv`, which states \(e^{-T}e^T=1\), and applies that lemma to \(R\).

## Given amplitudes, no Hamiltonian

The theorems concern the form of the wavefunction for given amplitudes. They contain no Hamiltonian, no amplitude equations and no energy, so additivity of the energy over distant fragments is a separate matter. The product form is the starting point and represents pairs that do not interact; for interacting pairs, connected quadruples can be present.

An \(a_i\) may be a sum of double excitations into several virtual orbitals, provided all of them remove the same two electrons. Single excitations are not included in the model: a pair operator containing them need not square to zero, because two singles can excite the two electrons one after the other.
